# With the three-point second difference, hydrogen on a uniform radial grid has an exact bound s state \(u_j = jq^j\), where \(1/q - q = 2Zh\)

An electron in an s state around a fixed nucleus of charge \(Z > 0\) obeys, in atomic units, \(-\tfrac12 u'' - Zu/r = Eu\). Here \(u = rR\) is the reduced radial function, \(R\) is the radial wavefunction and \(E\) is the energy. Put \(u\) on the points \(r_j = jh\) with spacing \(h > 0\), replace \(u''\) by the three-point second difference, and try \(u_j = jq^j\) with \(0<q<1\), the grid analogue of \(re^{-Zr}\).

The first two sites already show what happens. The values are \(u_0 = 0\), \(u_1 = q\), \(u_2 = 2q^2\), \(u_3 = 3q^3\). Dividing the equation at each site by \(u_j\) and multiplying by \(h^2\) gives

\[
j=1:\quad Eh^2 = 1 - q - Zh, \qquad
j=2:\quad Eh^2 = 1 - \tfrac34 q - \tfrac1{4q} - \tfrac12 Zh .
\]

The two energies agree exactly when \(1/q - q = 2Zh\). With this relation every further site gives the same energy.

## The Hamiltonian, the energy and the radial function

```lean
import Mathlib

open Finset

namespace HydrogenOnGrid

noncomputable section

/-- The radial s-wave Hamiltonian with nuclear charge `Z` on the grid `r = j h`, in atomic units,
applied to `u` at site `j`. Its domain is `j ≥ 1` and `h ≠ 0`. -/
def gridH (Z h : ℝ) (u : ℕ → ℝ) (j : ℕ) : ℝ :=
  -(u (j + 1) - 2 * u j + u (j - 1)) / (2 * h ^ 2) - Z / (j * h) * u j
```

This defines

\[
(Hu)_j = -\frac{u_{j+1} - 2u_j + u_{j-1}}{2h^2} - \frac{Z}{jh}\,u_j .
\]

The type `ℕ → ℝ` says that a grid function assigns a real number to each site \(0, 1, 2, \dots\). The letter `h` is the grid spacing, not Planck's constant. The theorems apply \(H\) only at \(j \ge 1\), where `j - 1` is the ordinary left neighbour.

```lean
/-- The grid energy `(1 - √(1 + Z² h²)) / h²`, for spacing `h ≠ 0`. -/
def gridEnergy (Z h : ℝ) : ℝ := (1 - √(1 + Z ^ 2 * h ^ 2)) / h ^ 2
```

The energy is \(E = (1 - \sqrt{1 + Z^2h^2})/h^2\), a function of \(Z\) and \(h\) alone.

```lean
/-- The radial grid function `u_j = j q^j`. -/
def gridOrbital (q : ℝ) (j : ℕ) : ℝ := j * q ^ j
```

Despite its name, `gridOrbital` is the reduced function \(rR\), up to normalisation, and not \(R\) itself. It vanishes at the nucleus, as \(u\) should.

## The decay factor

```lean
/-- For a positive decay factor `q` with `1/q - q = 2 Z h`, the square root in the energy is the
mean of `q` and `1/q`. -/
theorem sqrt_eq_mean {Z h q : ℝ} (hq : 0 < q) (hr : 1 / q - q = 2 * Z * h) :
    √(1 + Z ^ 2 * h ^ 2) = (q + 1 / q) / 2 := by
  have hz : Z * h = (1 / q - q) / 2 := by linarith
  have e : 1 + Z ^ 2 * h ^ 2 = ((q + 1 / q) / 2) ^ 2 := by
    rw [← mul_pow, hz]
    field_simp
    ring
  rw [e, Real.sqrt_sq (by positivity)]
```

A Lean theorem lists its hypotheses before the colon and its conclusion after it; the proof follows `:= by`. Here the hypotheses are \(q > 0\), named `hq`, and \(1/q - q = 2Zh\), named `hr`. The second one fixes how fast the bound state decays per grid step: with \(q = e^{-\kappa h}\) it reads \(\sinh \kappa h = Zh\), so \(\kappa\) tends to the hydrogenic value \(Z\) as \(h \to 0\).

By hand, \(Zh = (1/q - q)/2\), and therefore

\[
1 + Z^2h^2 = 1 + \tfrac14\left(\tfrac1{q^2} - 2 + q^2\right) = \left(\frac{q + 1/q}{2}\right)^2 .
\]

Since \(q>0\), the positive root is \((q + 1/q)/2\). The statement `e` in the proof is this perfect square, and `Real.sqrt_sq` takes the root.

```lean
/-- The relation `1/q - q = 2 Z h` has exactly one positive solution,
`q = √(1 + Z² h²) - Z h`. -/
theorem decay_factor_iff (Z h q : ℝ) :
    (0 < q ∧ 1 / q - q = 2 * Z * h) ↔ q = √(1 + Z ^ 2 * h ^ 2) - Z * h := by
  constructor
  · rintro ⟨hq, hr⟩
    rw [sqrt_eq_mean hq hr]
    linarith
  · rintro rfl
    have hs : √(1 + Z ^ 2 * h ^ 2) ^ 2 = 1 + Z ^ 2 * h ^ 2 := Real.sq_sqrt (by positivity)
    have hpos : 0 < √(1 + Z ^ 2 * h ^ 2) - Z * h :=
      sub_pos.mpr (Real.lt_sqrt_of_sq_lt (by rw [mul_pow]; linarith))
    refine ⟨hpos, ?_⟩
    -- the reciprocal of the root is obtained by changing the sign of `Z h`
    have e : 1 / (√(1 + Z ^ 2 * h ^ 2) - Z * h) = √(1 + Z ^ 2 * h ^ 2) + Z * h := by
      rw [div_eq_iff hpos.ne']
      linear_combination (-1) * hs
    rw [e]
    ring
```

The symbol `↔` means "if and only if": a number \(q\) is positive and satisfies the relation exactly when \(q = \sqrt{1+Z^2h^2} - Zh\).

From left to right, the previous result gives \(\sqrt{1+Z^2h^2} - Zh = (q+1/q)/2 - (1/q-q)/2 = q\). For the converse, write \(s = \sqrt{1+Z^2h^2}\). Then \(s > Zh\), so \(q = s - Zh\) is positive. Because \((s - Zh)(s + Zh) = 1\), its reciprocal is \(s + Zh\), and the difference \(1/q - q\) is \(2Zh\). The two bullets in the proof are these two directions.

```lean
/-- If `Z h > 0`, the decay factor `√(1 + Z² h²) - Z h` is less than one. -/
theorem decay_factor_lt_one {Z h : ℝ} (hx : 0 < Z * h) :
    √(1 + Z ^ 2 * h ^ 2) - Z * h < 1 := by
  have e : √(1 + Z ^ 2 * h ^ 2) < 1 + Z * h := by
    rw [Real.sqrt_lt' (by linarith)]
    nlinarith
  linarith
```

For \(Zh > 0\) we have \(1 + Z^2h^2 < (1 + Zh)^2\), hence \(s < 1 + Zh\) and \(q < 1\). An attractive nucleus therefore always supplies a decay factor of the kind needed below.

## A second-order energy error

```lean
/-- For spacing `h > 0`, the grid energy is at least `-Z²/2` and exceeds it by at most
`Z⁴ h² / 8`. -/
theorem gridEnergy_bounds (Z : ℝ) {h : ℝ} (hh : 0 < h) :
    -Z ^ 2 / 2 ≤ gridEnergy Z h ∧ gridEnergy Z h ≤ -Z ^ 2 / 2 + Z ^ 4 * h ^ 2 / 8 := by
  have hs : √(1 + Z ^ 2 * h ^ 2) ^ 2 = 1 + Z ^ 2 * h ^ 2 := Real.sq_sqrt (by positivity)
  have h1 : 1 ≤ √(1 + Z ^ 2 * h ^ 2) :=
    Real.one_le_sqrt.mpr (by nlinarith [sq_nonneg (Z * h)])
  unfold gridEnergy
  generalize √(1 + Z ^ 2 * h ^ 2) = s at hs h1 ⊢
  have hh2 : 0 < h ^ 2 := by positivity
  constructor
  · rw [le_div_iff₀ hh2]
    nlinarith [sq_nonneg (s - 1)]
  · rw [div_le_iff₀ hh2]
    have e : (-Z ^ 2 / 2 + Z ^ 4 * h ^ 2 / 8) * h ^ 2
        = -(s ^ 2 - 1) / 2 + (s ^ 2 - 1) ^ 2 / 8 := by
      rw [hs]
      ring
    have p : 0 ≤ (s - 1) ^ 3 * (s + 3) :=
      mul_nonneg (pow_nonneg (by linarith) 3) (by linarith)
    rw [e]
    nlinarith [p]
```

For \(h>0\) and any real \(Z\),

\[
-\frac{Z^2}{2} \le E \le -\frac{Z^2}{2} + \frac{Z^4h^2}{8}.
\]

With \(s\) as before, \(Z^2h^2 = s^2 - 1\) and \(s \ge 1\). Direct substitution gives

\[
E + \frac{Z^2}{2} = \frac{(s-1)^2}{2h^2} \ge 0,
\qquad
-\frac{Z^2}{2} + \frac{Z^4h^2}{8} - E = \frac{(s-1)^3(s+3)}{8h^2} \ge 0 .
\]

In Lean, `generalize` replaces the square root by the letter `s`, keeping only the facts \(s^2 = 1 + Z^2h^2\) and \(s \ge 1\). The tactic `nlinarith` then finishes each inequality from the sign of the product shown above.

The number \(-Z^2/2\) is the textbook ground-state energy of the continuum atom. That identification comes from outside the Lean code, which contains no differential operator.

## The bound state at every site

```lean
/-- Hydrogen on a grid: for `h > 0` and `0 < q < 1` with `1/q - q = 2 Z h`, the function
`u_j = j q^j` solves the grid Schrödinger equation at every `j ≥ 1` with energy
`(1 - √(1 + Z² h²)) / h²`. It is square summable, and the energy is at least `-Z²/2`. -/
theorem hydrogen_on_grid {Z h q : ℝ} (hh : 0 < h) (hq : 0 < q) (hq1 : q < 1)
    (hr : 1 / q - q = 2 * Z * h) :
    (∀ j : ℕ, 1 ≤ j →
      gridH Z h (gridOrbital q) j = gridEnergy Z h * gridOrbital q j) ∧
    Summable (fun j => gridOrbital q j ^ 2) ∧ -Z ^ 2 / 2 ≤ gridEnergy Z h := by
  refine ⟨fun j hj => ?_, ?_, (gridEnergy_bounds Z hh).1⟩
  · obtain ⟨k, rfl⟩ : ∃ k, j = k + 1 := ⟨j - 1, by omega⟩
    have hZ : Z = (1 / q - q) / (2 * h) := by
      rw [eq_div_iff (by positivity)]
      linarith
    have hk : (k : ℝ) + 1 ≠ 0 := by positivity
    -- the three neighbouring amplitudes in terms of `q ^ k`
    have u0 : gridOrbital q k = k * q ^ k := rfl
    have u1 : gridOrbital q (k + 1) = (k + 1) * (q ^ k * q) := by
      unfold gridOrbital
      push_cast
      ring
    have u2 : gridOrbital q (k + 1 + 1) = (k + 2) * (q ^ k * q ^ 2) := by
      unfold gridOrbital
      push_cast
      ring
    unfold gridH gridEnergy
    rw [Nat.add_sub_cancel, u2, u1, u0, sqrt_eq_mean hq hr, hZ]
    push_cast
    field_simp
    ring
  · have e : (fun j => gridOrbital q j ^ 2) = fun j : ℕ => (j : ℝ) ^ 2 * (q ^ 2) ^ j := by
      funext j
      unfold gridOrbital
      ring
    rw [e]
    apply summable_pow_mul_geometric_of_norm_lt_one
    rw [Real.norm_of_nonneg (by positivity)]
    nlinarith
```

The hypotheses are \(h > 0\), \(0 < q < 1\) and the relation for \(q\); they force \(Z > 0\). The conclusion has three parts joined by `∧`, which means "and": the eigenvalue equation at every \(j \ge 1\), square summability, and \(E \ge -Z^2/2\).

For the first part, the neighbours of site \(j\) add up to

\[
u_{j+1} + u_{j-1} = \left(q + \tfrac1q\right) jq^j - \left(\tfrac1q - q\right) q^j .
\]

The kinetic term is therefore

\[
-\frac{u_{j+1} - 2u_j + u_{j-1}}{2h^2}
= \frac{1 - (q + 1/q)/2}{h^2}\, jq^j + \frac{1/q - q}{2h^2}\, q^j .
\]

The first coefficient is \(E\), by `sqrt_eq_mean`. The last term equals \((Z/h)q^j\), and the Coulomb term \(-\frac{Z}{jh}\,jq^j = -(Z/h)q^j\) cancels it.

The proof writes \(j = k+1\), so that the left neighbour is simply \(k\). The statements `u0`, `u1` and `u2` express the three amplitudes through \(q^k\); `field_simp` clears the denominators and `ring` checks the remaining polynomial identity. For the second part, \(\sum_j u_j^2 = \sum_j j^2 (q^2)^j\) converges because \(q^2 < 1\). The third part is the lower bound already proved.

**A case with simple fractions.** Take \(Z = 1\) and \(h = 3/4\). Then \(\sqrt{1 + 9/16} = 5/4\), so \(q = 5/4 - 3/4 = 1/2\) and

\[
E = \frac{1 - 5/4}{9/16} = -\frac49 \approx -0.444 .
\]

This lies between \(-0.5\) and \(-0.5 + 9/128 \approx -0.430\). The amplitudes start \(0, \tfrac12, \tfrac12, \tfrac38\). At \(j = 2\) the kinetic term is \(-(\tfrac38 - 1 + \tfrac12)/(\tfrac98) = \tfrac19\) and the Coulomb term is \(-\tfrac23\cdot\tfrac12 = -\tfrac13\). Their sum is \(-\tfrac29 = E u_2\), as required. Here \(h\sum_j u_j^2 = \tfrac34 \cdot \tfrac{20}{27} = \tfrac59\), so the function normalised by \(h\sum_j u_j^2 = 1\) is \((3/\sqrt5)\,j\,2^{-j}\), with the value \(0.671\) at the first two sites.

**Why \(q \le 1\) is not enough.** At \(q = 1\) the relation gives \(Z = 0\). The function \(u_j = j\) still solves the grid equation, with \(E = 0\), but \(\sum_j j^2\) diverges: this is a free particle and not a bound state.

## A lower bound for every finite box

```lean
/-- Variational bound: for `h > 0`, a real grid function that vanishes at sites `0` and `N + 1`
has an energy expectation on sites `1` to `N` of at least `gridEnergy Z h` times its squared
norm there. -/
theorem gridEnergy_variational (Z : ℝ) {h : ℝ} (hh : 0 < h) (v : ℕ → ℝ) (N : ℕ)
    (h0 : v 0 = 0) (hN : v (N + 1) = 0) :
    gridEnergy Z h * ∑ j ∈ Icc 1 N, v j ^ 2 ≤ ∑ j ∈ Icc 1 N, v j * gridH Z h v j := by
  obtain ⟨q, hq, hr⟩ : ∃ q : ℝ, 0 < q ∧ 1 / q - q = 2 * Z * h :=
    ⟨_, (decay_factor_iff Z h _).mpr rfl⟩
  have hZ : Z = (1 / q - q) / (2 * h) := by
    rw [eq_div_iff (by positivity)]
    linarith
  -- the energy density at one site minus `gridEnergy` times `v ^ 2`, by the ratios of `j q^j`
  have loc : ∀ k : ℕ, v (k + 1) * gridH Z h v (k + 1) - gridEnergy Z h * v (k + 1) ^ 2
      = (((k + 2) * q / (k + 1) + k / ((k + 1) * q)) * v (k + 1) ^ 2
        - v (k + 1) * v (k + 1 + 1) - v (k + 1) * v k) / (2 * h ^ 2) := by
    intro k
    have hk : (k : ℝ) + 1 ≠ 0 := by positivity
    unfold gridH gridEnergy
    rw [Nat.add_sub_cancel, sqrt_eq_mean hq hr, hZ]
    push_cast
    field_simp
    ring
  -- each bond contributes a complete square
  have bond : ∀ n : ℕ, 0 ≤ (n + 1) * q / n * v n ^ 2 - 2 * (v n * v (n + 1))
      + n / ((n + 1) * q) * v (n + 1) ^ 2 := by
    intro n
    rcases Nat.eq_zero_or_pos n with rfl | hn
    · simp [h0]
    · have hn' : (0 : ℝ) < n := by exact_mod_cast hn
      have e : (n + 1) * q / n * v n ^ 2 - 2 * (v n * v (n + 1))
          + n / ((n + 1) * q) * v (n + 1) ^ 2
          = (n + 1) * q / n * (v n - n / ((n + 1) * q) * v (n + 1)) ^ 2 := by
        field_simp
        ring
      rw [e]
      positivity
  -- the sum over sites is at least a boundary term
  have key : ∀ n : ℕ, ((n + 1) * q / n * v n ^ 2 - v n * v (n + 1)) / (2 * h ^ 2)
      ≤ ∑ j ∈ Icc 1 n, (v j * gridH Z h v j - gridEnergy Z h * v j ^ 2) := by
    intro n
    induction n with
    | zero => simp [h0]
    | succ n ih =>
      rw [Finset.sum_Icc_succ_top (by omega), loc n]
      refine le_trans ?_ (add_le_add ih le_rfl)
      rw [← sub_nonneg]
      have p := div_nonneg (bond n) (by positivity : (0 : ℝ) ≤ 2 * h ^ 2)
      convert p using 1
      push_cast
      ring
  have k := key N
  rw [hN, mul_zero, sub_zero, Finset.sum_sub_distrib, ← Finset.mul_sum] at k
  have p : 0 ≤ (N + 1) * q / N * v N ^ 2 / (2 * h ^ 2) := by positivity
  linarith

end

end HydrogenOnGrid
```

Here `v` is an arbitrary real trial function, not a potential. It vanishes at the nucleus and at the wall, \(v_0 = v_{N+1} = 0\), and `Icc 1 N` is the set of sites from 1 to \(N\). The claim is

\[
E \sum_{j=1}^N v_j^2 \le \sum_{j=1}^N v_j (Hv)_j .
\]

For a trial function normalised to \(\sum_{j=1}^N v_j^2 = 1\), the energy expectation is thus at least \(E\). No sign of \(Z\) is assumed, and for \(N = 0\) both sums are empty.

By hand, take the positive \(q\) supplied by `decay_factor_iff` and form the ratios \(a_n = u_{n+1}/u_n = (n+1)q/n\) for \(n \ge 1\). Dividing the grid equation for \(u\) by \(u_j\) gives

\[
\frac1{h^2} - \frac{Z}{jh} - E = \frac{a_j + 1/a_{j-1}}{2h^2},
\]

where \(1/a_0\) stands for \(u_0/u_1 = 0\). It follows that

\[
v_j(Hv)_j - Ev_j^2 = \frac{(a_j + 1/a_{j-1})v_j^2 - v_jv_{j+1} - v_jv_{j-1}}{2h^2} .
\]

This is `loc`, with \(j = k+1\). Now sum over the sites and collect the terms that belong to the bond between \(n\) and \(n+1\). They form a complete square:

\[
a_nv_n^2 - 2v_nv_{n+1} + \frac{v_{n+1}^2}{a_n} = a_n\left(v_n - \frac{v_{n+1}}{a_n}\right)^2 \ge 0 .
\]

This is `bond`. Its case \(n = 0\) reduces to \(0 \ge 0\), because \(v_0 = 0\) and Lean sets \(x/0 = 0\). For \(N \ge 1\), what remains after the bonds inside the box is the boundary term \((a_Nv_N^2 - v_Nv_{N+1})/(2h^2)\). With \(v_{N+1} = 0\) it is non-negative, which proves the claim.

Lean does the sum by induction, in `key`: the sum over sites 1 to \(n\) is at least the boundary term at \(n\). Adding site \(n+1\) moves the boundary term one step outwards and leaves over exactly the square for bond \(n\), divided by \(2h^2\). The last lines set \(n = N\) and use `hN`, the condition at the wall.

Together with `gridEnergy_bounds`, this means that a radial code for one electron in an s state, with the potential \(-Z/r\), this three-point formula on the points \(r_j = jh\), and zero values at \(r = 0\) and at the outer wall, cannot produce an energy below \(-Z^2/2\) except through rounding or a mistake. The same bound covers excited s states, because \(v\) is arbitrary, and higher angular momenta \(l\), because the added centrifugal term \(l(l+1)/(2r^2)\) is never negative. It does not give the energies of those states.

```lean
#print axioms HydrogenOnGrid.decay_factor_lt_one
-- 'HydrogenOnGrid.decay_factor_lt_one' depends on axioms: [propext, Classical.choice, Quot.sound]
#print axioms HydrogenOnGrid.hydrogen_on_grid
-- 'HydrogenOnGrid.hydrogen_on_grid' depends on axioms: [propext, Classical.choice, Quot.sound]
#print axioms HydrogenOnGrid.gridEnergy_variational
-- 'HydrogenOnGrid.gridEnergy_variational' depends on axioms: [propext, Classical.choice, Quot.sound]
```
